# Low-pass filtering a finite plane-wave potential to a lower cutoff truncates its expansion

The theorem `lowPass_trigPoly` concerns a potential in one dimension, on a cell of length one, given as a finite sum of plane waves exp(2πikx) with |k| ≤ L and arbitrary complex coefficients. The low-pass filter computes the potential's Fourier components as exact integrals over the cell and keeps those with |k| ≤ K. The theorem says that for K ≤ L the filtered potential is, at every point x, the sum of the original terms with |k| ≤ K. The proof fixes x and compares the two sums term by term, using the earlier result `fourierComp_trigPoly` that the Fourier components within the cutoff L are the original coefficients.

An attempt in Lean 4 with a fault in it:

```lean
import Mathlib

open ComplexConjugate

namespace CoarseGridPotential

noncomputable section

/-- The plane wave `exp(2πikx)` on the unit cell. -/
def wave (k : ℤ) (x : ℝ) : ℂ := Complex.exp (2 * Real.pi * Complex.I * k * x)

/-- The plane-wave expansion with coefficients `c` and cutoff `|k| ≤ M`. -/
def trigPoly (M : ℕ) (c : ℤ → ℂ) (x : ℝ) : ℂ :=
  ∑ k ∈ Finset.Icc (-(M : ℤ)) M, c k * wave k x

/-- The exact average of `f` over the unit cell. -/
def cellAvg (f : ℝ → ℂ) : ℂ := ∫ x in (0 : ℝ)..1, f x

/-- The Fourier component of `V` at the wave index `k`. -/
def fourierComp (V : ℝ → ℂ) (k : ℤ) : ℂ := cellAvg (fun x => wave (-k) x * V x)

/-- The potential `V` truncated to its Fourier components with `|k| ≤ K`. -/
def lowPass (K : ℕ) (V : ℝ → ℂ) : ℝ → ℂ := trigPoly K (fourierComp V)

lemma wave_add (k l : ℤ) (x : ℝ) : wave (k + l) x = wave k x * wave l x := by
  unfold wave
  rw [← Complex.exp_add]
  congr 1
  push_cast
  ring

lemma continuous_wave (k : ℤ) : Continuous (wave k) := by
  unfold wave
  fun_prop

/-- The cell average of a plane wave is one for `k = 0` and zero otherwise. -/
theorem cellAvg_wave (k : ℤ) : cellAvg (wave k) = if k = 0 then 1 else 0 := by
  unfold cellAvg wave
  by_cases h : k = 0
  · simp [h]
  · have hc : 2 * (Real.pi : ℂ) * Complex.I * k ≠ 0 :=
      mul_ne_zero Complex.two_pi_I_ne_zero (by exact_mod_cast h)
    have h1 : Complex.exp (2 * (Real.pi : ℂ) * Complex.I * k) = 1 :=
      Complex.exp_eq_one_iff.mpr ⟨k, by ring⟩
    rw [if_neg h, integral_exp_mul_complex hc]
    simp [h1]

lemma cellAvg_sum {ι : Type*} (s : Finset ι) (c : ι → ℂ) (f : ι → ℝ → ℂ)
    (hf : ∀ i, IntervalIntegrable (f i) MeasureTheory.volume 0 1) :
    cellAvg (fun x => ∑ i ∈ s, c i * f i x) = ∑ i ∈ s, c i * cellAvg (f i) := by
  unfold cellAvg
  rw [intervalIntegral.integral_finsetSum fun i _ => (hf i).const_mul (c i)]
  exact Finset.sum_congr rfl fun i _ => intervalIntegral.integral_const_mul _ _

/-- The Fourier components of a plane-wave expansion within its cutoff are its
coefficients. -/
theorem fourierComp_trigPoly (K : ℕ) (c : ℤ → ℂ) {m : ℤ}
    (hm : m ∈ Finset.Icc (-(K : ℤ)) K) : fourierComp (trigPoly K c) m = c m := by
  have h : (fun x => wave (-m) x * trigPoly K c x) =
      fun x => ∑ k ∈ Finset.Icc (-(K : ℤ)) K, c k * wave (k - m) x := by
    funext x
    rw [trigPoly, Finset.mul_sum]
    refine Finset.sum_congr rfl fun k _ => ?_
    rw [sub_eq_add_neg, wave_add]
    ring
  rw [fourierComp, h, cellAvg_sum _ c (fun k => wave (k - m))
    fun k => (continuous_wave _).intervalIntegrable _ _]
  rw [Finset.sum_eq_single m]
  · simp [cellAvg_wave]
  · intro k _ hk
    rw [cellAvg_wave, if_neg (sub_ne_zero.mpr hk), mul_zero]
  · exact fun h => absurd hm h

/-- For a potential that is itself a plane-wave expansion of cutoff `L ≥ K`, the low-pass
filter cuts the expansion off at `K`. -/
theorem lowPass_trigPoly {K L : ℕ} (h : K ≤ L) (v : ℤ → ℂ) :
    lowPass K (trigPoly L v) = trigPoly K v := by
  funext x
  refine Finset.sum_congr rfl fun k hk => ?_
  rw [fourierComp_trigPoly L v]
  rw [Finset.mem_Icc] at hk ⊢
  omega

end

end CoarseGridPotential
```

Compiling this gives:

```
Main.lean:79:9: error: typeclass instance problem is stuck
  AddCommMonoid ?m.13

Note: Lean will not try to resolve this typeclass instance problem because the type argument to `AddCommMonoid` is a metavariable. This argument must be fully determined before Lean will try to resolve the typeclass.

Hint: Adding type annotations and supplying implicit arguments to functions can give Lean more information for typeclass resolution. For example, if you have a variable `x` that you intend to be a `Nat`, but Lean reports it as having an unresolved type like `?m`, replacing `x` with `(x : Nat)` can get typeclass resolution un-stuck.
```

Cause. The error is at `Finset.sum_congr`, the lemma that proves two finite sums equal by comparing their terms. The lemma works for summands in any type with an `AddCommMonoid` structure, and Lean reports that it could not look for that structure because the type was still unknown.

The type should have come from matching the lemma's conclusion, an equation between two sums, with the goal. But after `funext x` the goal reads `lowPass K (trigPoly L v) x = trigPoly K v x`, and both sums are hidden inside definitions. The match did not settle the type, and Lean stopped there.

The added `show` states the same goal with the definitions unfolded, so that a sum over |k| ≤ K stands on each side. Lean accepts the restatement because the two forms are equal by definition. `Finset.sum_congr` can now read the complex summands and the index set directly from the goal, and the rest of the proof goes through unchanged.

The mended proof, as a diff:

```diff
@@ -77,4 +77,6 @@
     lowPass K (trigPoly L v) = trigPoly K v := by
   funext x
+  show ∑ k ∈ Finset.Icc (-(K : ℤ)) K, fourierComp (trigPoly L v) k * wave k x =
+    ∑ k ∈ Finset.Icc (-(K : ℤ)) K, v k * wave k x
   refine Finset.sum_congr rfl fun k hk => ?_
   rw [fourierComp_trigPoly L v]
```
